# The limiting error of Aitken extrapolation for a constant plus two geometric modes

Let $s_0, s_1, s_2, \dots$ be numbers read off from an iteration, such as one component of a suitably scaled power iterate. The wanted value is $l$, and two geometric contaminations, typically decaying, hide it:

$$s_k = l + c\,r^k + d\,q^k, \qquad |q| < |r|.$$

Here $c$ and $d$ are amplitudes, $r$ is the ratio of the slower mode and $q$ that of the faster one. All of them may be real or complex. The second difference and the Aitken extrapolant are

$$D_k = s_{k+2} - 2s_{k+1} + s_k, \qquad t_k = s_k - \frac{(s_{k+1}-s_k)^2}{D_k},$$

so $t_k$ carries the index of the first of the three terms it uses.

If $c \neq 0$, $q \neq 0$, $r \neq 1$ and $|q|<|r|$, then

$$\frac{t_k - l}{q^k} \longrightarrow \frac{d\,(r-q)^2}{(1-r)^2}.$$

The amplitude $c$ of the slow mode, which dominates the error of $s_k$ itself, has dropped out of the leading error; the ratio $r$ remains in the constant. The condition $|r|<1$ is not needed.

## Only the cross term survives

The first difference is
$$s_{k+1}-s_k = -c(1-r)r^k - d(1-q)q^k,$$
and differencing again gives
$$D_k = c(1-r)^2 r^k + d(1-q)^2 q^k = r^k g_k, \qquad g_k = c(1-r)^2 + d(1-q)^2 (q/r)^k.$$
Since $|q/r|<1$, the amplitude $g_k$ tends to $c(1-r)^2 \neq 0$. Hence $D_k \neq 0$ for all large $k$.

For such $k$, put the error over the common denominator:
$$t_k - l = \frac{(s_k-l)D_k - (s_{k+1}-s_k)^2}{D_k}.$$
The two products in the numerator are
$$(s_k-l)D_k = c^2(1-r)^2r^{2k} + cd\left[(1-r)^2+(1-q)^2\right](rq)^k + d^2(1-q)^2q^{2k},$$
$$(s_{k+1}-s_k)^2 = c^2(1-r)^2r^{2k} + 2cd(1-r)(1-q)(rq)^k + d^2(1-q)^2q^{2k}.$$
The squares of the single modes cancel. The cross terms combine to $cd\,[(1-r)-(1-q)]^2(rq)^k$, so
$$t_k - l = \frac{cd\,(r-q)^2 (rq)^k}{D_k}, \qquad \frac{t_k-l}{q^k} = \frac{cd\,(r-q)^2}{g_k}.$$
Letting $g_k \to c(1-r)^2$ and cancelling $c$ gives the claim.

Two consequences follow. If $d\neq0$, the limit is nonzero, and dividing the statement at $k+1$ by the statement at $k$ shows that successive errors have ratio tending to $q$. If $|q|<1$, multiplying by $q^k \to 0$ gives $t_k \to l$, even for $|r|\ge 1$, where $s_k$ itself does not converge.

**One mode only.** For $d=0$ the error formula gives $t_k = l$ at every $k$, because $D_k = c(1-r)^2r^k$ never vanishes. Any three consecutive terms then determine $l$.

## The signal and its extrapolant in Lean

The scalars form an arbitrary normed field `𝕜`, which includes $\mathbb R$ and $\mathbb C$; the absolute value is written `‖·‖`.

```lean
import Mathlib

open Filter Topology

namespace AitkenTwoMode

noncomputable section

variable {𝕜 : Type*} [NormedField 𝕜]
```

`secondDiff` is $D_k$, the forward second difference.

```lean
/-- The second difference `s (k+2) - 2 s (k+1) + s k` of a sequence. -/
def secondDiff (s : ℕ → 𝕜) (k : ℕ) : 𝕜 := s (k + 2) - 2 * s (k + 1) + s k
```

`aitken` is $t_k$. Lean evaluates a quotient with zero denominator as zero, so at an index where $D_k=0$ this definition returns $s_k$; under the hypotheses above, that can happen only finitely often.

```lean
/-- The Aitken extrapolant of three successive terms of a sequence, meaningful where the
second difference is nonzero. -/
def aitken (s : ℕ → 𝕜) (k : ℕ) : 𝕜 := s k - (s (k + 1) - s k) ^ 2 / secondDiff s k
```

`twoMode l c d r q` is the model signal, with its arguments in the order of the formula.

```lean
/-- A signal made of a constant `l` and two geometric modes with ratios `r` and `q`. -/
def twoMode (l c d r q : 𝕜) (k : ℕ) : 𝕜 := l + c * r ^ k + d * q ^ k
```

## The denominator is eventually nonzero

The first lemma is the factorisation $D_k = r^k g_k$. The auxiliary fact `h` says $r^k(q/r)^k = q^k$, and `linear_combination` uses it to match the two sides.

```lean
/-- For `r ≠ 0`, the second difference of a two-mode signal is `r ^ k` times an amplitude
that depends on `k` only through `(q / r) ^ k`. -/
theorem secondDiff_twoMode {l c d r q : 𝕜} (hr : r ≠ 0) (k : ℕ) :
    secondDiff (twoMode l c d r q) k
      = r ^ k * (c * (1 - r) ^ 2 + d * (1 - q) ^ 2 * (q / r) ^ k) := by
  have h : r ^ k * (q / r) ^ k = q ^ k := by
    rw [← mul_pow, mul_comm, div_mul_cancel₀ _ hr]
  simp only [secondDiff, twoMode]
  generalize (q / r) ^ k = w at h ⊢
  linear_combination (-(d * (1 - q) ^ 2)) * h
```

Next comes $g_k \to c(1-r)^2$, from the fact that powers of a number of norm below one tend to zero.

```lean
/-- If `|q| < |r|`, the amplitude of the second difference tends to the contribution
`c (1 - r)²` of the slower mode. -/
theorem amplitude_tendsto (c d : 𝕜) {r q : 𝕜} (hqr : ‖q‖ < ‖r‖) :
    Tendsto (fun k : ℕ => c * (1 - r) ^ 2 + d * (1 - q) ^ 2 * (q / r) ^ k) atTop
      (𝓝 (c * (1 - r) ^ 2)) := by
  have h0 : ‖q / r‖ < 1 := by
    rw [norm_div, div_lt_one ((norm_nonneg q).trans_lt hqr)]
    exact hqr
  have h := ((tendsto_pow_atTop_nhds_zero_of_norm_lt_one h0).const_mul
    (d * (1 - q) ^ 2)).const_add (c * (1 - r) ^ 2)
  simpa only [mul_zero, add_zero] using h
```

A sequence with a nonzero limit is eventually nonzero, and multiplying by $r^k\neq 0$ preserves this. That $r \neq 0$ follows from $|q|<|r|$.

```lean
/-- If `c ≠ 0`, `r ≠ 1` and `|q| < |r|`, the denominator of the Aitken formula for a two-mode signal
is nonzero for all sufficiently large `k`. -/
theorem secondDiff_eventually_ne_zero (l d : 𝕜) {c r q : 𝕜} (hc : c ≠ 0) (hr1 : r ≠ 1)
    (hqr : ‖q‖ < ‖r‖) :
    ∀ᶠ k in atTop, secondDiff (twoMode l c d r q) k ≠ 0 := by
  have hr : r ≠ 0 := norm_pos_iff.mp ((norm_nonneg q).trans_lt hqr)
  have hne : c * (1 - r) ^ 2 ≠ 0 :=
    mul_ne_zero hc (pow_ne_zero 2 (sub_ne_zero.mpr hr1.symm))
  filter_upwards [(amplitude_tendsto c d hqr).eventually_ne hne] with k hk
  rw [secondDiff_twoMode hr]
  exact mul_ne_zero (pow_ne_zero k hr) hk
```

## The error formula and its limit

In `aitken_error`, the statement `key` is the cancellation of the squares, which `ring` confirms. The remaining lines clear the denominator. The formula holds at each single $k$ with $D_k\ne0$ and needs no assumption on the sizes of $r$ and $q$.

```lean
/-- Wherever the second difference is nonzero, the error of the Aitken extrapolant of a
two-mode signal is `c d (r - q)² (r q) ^ k` divided by the second difference. -/
theorem aitken_error {l c d r q : 𝕜} {k : ℕ}
    (h : secondDiff (twoMode l c d r q) k ≠ 0) :
    aitken (twoMode l c d r q) k - l
      = c * d * (r - q) ^ 2 * (r * q) ^ k / secondDiff (twoMode l c d r q) k := by
  -- the squares of the individual modes cancel and only the cross term survives
  have key : (twoMode l c d r q k - l) * secondDiff (twoMode l c d r q) k
      - (twoMode l c d r q (k + 1) - twoMode l c d r q k) ^ 2
      = c * d * (r - q) ^ 2 * (r * q) ^ k := by
    simp only [secondDiff, twoMode]
    ring
  have hdiv := div_mul_cancel₀
    ((twoMode l c d r q (k + 1) - twoMode l c d r q k) ^ 2) h
  rw [eq_div_iff h, aitken]
  linear_combination key - hdiv
```

The main theorem first builds `hlim`, the limit of $cd(r-q)^2/g_k$, and cancels $c$ from its value. It then shows that this quotient equals $(t_k-l)/q^k$ for large $k$. The `generalize` steps replace $g_k$, $r^k$ and $q^k$ by plain letters known to be nonzero, after which `field_simp` does the cancellation.

```lean
/-- For a two-mode signal with `c ≠ 0`, `q ≠ 0`, `r ≠ 1` and `|q| < |r|`, the error of the
Aitken extrapolant divided by `q ^ k` tends to `d (r - q)² / (1 - r)²`. -/
theorem aitken_error_asymptotics (l d : 𝕜) {c r q : 𝕜} (hc : c ≠ 0) (hq : q ≠ 0)
    (hr1 : r ≠ 1) (hqr : ‖q‖ < ‖r‖) :
    Tendsto (fun k : ℕ => (aitken (twoMode l c d r q) k - l) / q ^ k) atTop
      (𝓝 (d * (r - q) ^ 2 / (1 - r) ^ 2)) := by
  have hr : r ≠ 0 := norm_pos_iff.mp ((norm_nonneg q).trans_lt hqr)
  have h1r : 1 - r ≠ 0 := sub_ne_zero.mpr hr1.symm
  have hlim := (tendsto_const_nhds (x := c * (d * (r - q) ^ 2))).div
    (amplitude_tendsto c d hqr) (mul_ne_zero hc (pow_ne_zero 2 h1r))
  rw [mul_div_mul_left _ _ hc] at hlim
  refine hlim.congr' ?_
  -- for large k the exact error formula applies, and r ^ k and q ^ k cancel
  filter_upwards [secondDiff_eventually_ne_zero l d hc hr1 hqr] with k hk
  have hg := hk
  rw [secondDiff_twoMode hr] at hg
  replace hg := right_ne_zero_of_mul hg
  rw [aitken_error hk, secondDiff_twoMode hr, mul_pow]
  simp only [Pi.div_apply]
  generalize c * (1 - r) ^ 2 + d * (1 - q) ^ 2 * (q / r) ^ k = g at hg ⊢
  have hrk : r ^ k ≠ 0 := pow_ne_zero k hr
  have hqk : q ^ k ≠ 0 := pow_ne_zero k hq
  generalize r ^ k = R at hrk ⊢
  generalize q ^ k = Q at hqk ⊢
  field_simp
```

The device that joins the algebra to the limit is `Tendsto.congr'`, used in `hlim.congr' ?_`. It transfers a limit from one function to another that agrees with it eventually, that is, for all sufficiently large $k$. `filter_upwards` then supplies a $k$ at which the denominator is known to be nonzero, and the error formula applies there. The unprimed `Tendsto.congr` would ask for agreement at every $k$, and early denominators can vanish: with $r=\tfrac12$, $q=\tfrac14$, $c=1$ and $d=-\tfrac49$, one finds $D_0=0$.

## Error ratio and convergence

For the ratio of successive errors, the proof shifts the main limit by one index, divides by the unshifted limit and multiplies by $q$. The division is allowed because `hL` states that the limiting constant is nonzero; this uses $d\neq0$, $r\neq q$ and $r\neq1$. The identity `alg` removes the powers of $q$.

```lean
/-- For a two-mode signal with `c`, `d` and `q` nonzero, `r ≠ 1` and `|q| < |r|`, the ratio of
successive errors of the Aitken extrapolant tends to `q`, the ratio of the faster mode. -/
theorem aitken_error_ratio (l : 𝕜) {c d r q : 𝕜} (hc : c ≠ 0) (hd : d ≠ 0) (hq : q ≠ 0)
    (hr1 : r ≠ 1) (hqr : ‖q‖ < ‖r‖) :
    Tendsto (fun k : ℕ => (aitken (twoMode l c d r q) (k + 1) - l)
      / (aitken (twoMode l c d r q) k - l)) atTop (𝓝 q) := by
  have hrq : r - q ≠ 0 := sub_ne_zero.mpr fun h => by simp [h] at hqr
  have hL : d * (r - q) ^ 2 / (1 - r) ^ 2 ≠ 0 :=
    div_ne_zero (mul_ne_zero hd (pow_ne_zero 2 hrq))
      (pow_ne_zero 2 (sub_ne_zero.mpr hr1.symm))
  have h := aitken_error_asymptotics l d hc hq hr1 hqr
  have h2 := (((tendsto_add_atTop_iff_nat 1).mpr h).div h hL).const_mul q
  rw [div_self hL, mul_one] at h2
  have alg : ∀ (a b : 𝕜) (k : ℕ), q * (a / q ^ (k + 1) / (b / q ^ k)) = a / b := by
    intro a b k
    by_cases hb : b = 0
    · simp [hb]
    · have hqk : q ^ k ≠ 0 := pow_ne_zero k hq
      rw [pow_succ]
      generalize q ^ k = Q at hqk ⊢
      field_simp
  exact h2.congr fun k => alg _ _ k
```

Convergence to $l$ is the product of the main limit with $q^k\to0$, followed by adding $l$.

```lean
/-- If `c ≠ 0`, `q ≠ 0`, `r ≠ 1`, `|q| < |r|` and `|q| < 1`, the Aitken extrapolant of a two-mode
signal with constant `l` converges to `l`, whether or not `|r| < 1`. -/
theorem aitken_tendsto (l d : 𝕜) {c r q : 𝕜} (hc : c ≠ 0) (hq : q ≠ 0)
    (hr1 : r ≠ 1) (hqr : ‖q‖ < ‖r‖) (hq1 : ‖q‖ < 1) :
    Tendsto (aitken (twoMode l c d r q)) atTop (𝓝 l) := by
  have h := ((aitken_error_asymptotics l d hc hq hr1 hqr).mul
    (tendsto_pow_atTop_nhds_zero_of_norm_lt_one hq1)).add_const l
  rw [mul_zero, zero_add] at h
  refine h.congr fun k => ?_
  rw [div_mul_cancel₀ _ (pow_ne_zero k hq), sub_add_cancel]
```

## Power iteration with three eigenvectors

Let $A$ be a linear operator with $Av_i=\mu_i v_i$ for $i=1,2,3$, and start from $x=v_1+v_2+v_3$. A linear functional $f$, such as a component or an overlap with a fixed state, reads out

$$\frac{f(A^kx)}{\mu_1^k} = f(v_1) + f(v_2)\left(\frac{\mu_2}{\mu_1}\right)^k + f(v_3)\left(\frac{\mu_3}{\mu_1}\right)^k.$$

This is the two-mode signal with $r=\mu_2/\mu_1$ and $q=\mu_3/\mu_1$. In Lean, `Module.End 𝕜 V` is the type of linear operators on `V`, whose dimension may be infinite, and `A ^ k` is repeated application.

```lean
variable {V : Type*} [AddCommGroup V] [Module 𝕜 V]

/-- The power iterate `A ^ k x`, read out by a linear functional `f` and divided by `μ ^ k`, for
`μ ≠ 0`. -/
def scaledIterate (A : Module.End 𝕜 V) (f : V →ₗ[𝕜] 𝕜) (μ : 𝕜) (x : V) (k : ℕ) : 𝕜 :=
  f ((A ^ k) x) / μ ^ k
```

Multiplying numerator and denominator of the limiting constant by $\mu_1^2$ expresses it in the eigenvalues:

$$\frac{f(v_3)\,(\mu_2-\mu_3)^2}{(\mu_1-\mu_2)^2}.$$

The hypothesis `hf` says that the readout sees the slower contamination, so it plays the part of $c\neq0$. The condition `h₂₁` excludes a degeneracy between the first two eigenvalues, and `h₃₂` excludes second and third eigenvalues of equal modulus, such as a complex conjugate pair. The theorem does not require $\mu_1$ to be the largest in modulus.

The vectors $v_i$ include their weights in the start vector. With $v_i=a_iu_i$ and $u_i$ normalised, the target is $a_1f(u_1)$, and $f(v_3)$ in the constant becomes $a_3f(u_3)$.

In the proof, `hpow` establishes $A^kv=\mu^kv$ by induction, `hs` identifies the readout with `twoMode`, and `hlim` rewrites the constant. The main theorem then finishes the argument.

```lean
/-- Power iteration from `v₁ + v₂ + v₃`, with `A vᵢ = μᵢ vᵢ`, `μ₁` and `μ₃` nonzero,
`μ₂ ≠ μ₁`, `|μ₃| < |μ₂|` and `f v₂ ≠ 0`: the Aitken error of the scaled readout, divided by
`(μ₃ / μ₁) ^ k`, tends to `f v₃ (μ₂ - μ₃)² / (μ₁ - μ₂)²`. -/
theorem power_iteration_aitken (A : Module.End 𝕜 V) (f : V →ₗ[𝕜] 𝕜) {v₁ v₂ v₃ : V}
    {μ₁ μ₂ μ₃ : 𝕜} (e₁ : A v₁ = μ₁ • v₁) (e₂ : A v₂ = μ₂ • v₂) (e₃ : A v₃ = μ₃ • v₃)
    (h₁ : μ₁ ≠ 0) (h₃ : μ₃ ≠ 0) (h₂₁ : μ₂ ≠ μ₁) (h₃₂ : ‖μ₃‖ < ‖μ₂‖) (hf : f v₂ ≠ 0) :
    Tendsto (fun k : ℕ => (aitken (scaledIterate A f μ₁ (v₁ + v₂ + v₃)) k - f v₁)
      / (μ₃ / μ₁) ^ k) atTop (𝓝 (f v₃ * (μ₂ - μ₃) ^ 2 / (μ₁ - μ₂) ^ 2)) := by
  have hpow : ∀ (μ : 𝕜) (v : V), A v = μ • v → ∀ k : ℕ, (A ^ k) v = μ ^ k • v := by
    intro μ v h k
    induction k with
    | zero => simp
    | succ k ih =>
      rw [pow_succ', Module.End.mul_apply, ih, map_smul, h, smul_smul, ← pow_succ]
  -- the scaled readout is exactly a two-mode signal
  have hs : scaledIterate A f μ₁ (v₁ + v₂ + v₃)
      = twoMode (f v₁) (f v₂) (f v₃) (μ₂ / μ₁) (μ₃ / μ₁) := by
    funext k
    simp only [scaledIterate, twoMode, map_add, hpow _ _ e₁, hpow _ _ e₂, hpow _ _ e₃,
      map_smul, smul_eq_mul, div_pow]
    rw [add_div, add_div, mul_div_cancel_left₀ _ (pow_ne_zero k h₁)]
    ring
  have hlt : ‖μ₃ / μ₁‖ < ‖μ₂ / μ₁‖ := by
    rw [norm_div, norm_div]
    exact div_lt_div_of_pos_right h₃₂ (norm_pos_iff.mpr h₁)
  have hr1 : μ₂ / μ₁ ≠ 1 := fun h => h₂₁ ((div_eq_one_iff_eq h₁).mp h)
  have hlim : f v₃ * (μ₂ / μ₁ - μ₃ / μ₁) ^ 2 / (1 - μ₂ / μ₁) ^ 2
      = f v₃ * (μ₂ - μ₃) ^ 2 / (μ₁ - μ₂) ^ 2 := by
    have a : 1 - μ₂ / μ₁ = (μ₁ - μ₂) / μ₁ := by rw [sub_div, div_self h₁]
    rw [a, ← sub_div, div_pow, div_pow, ← mul_div_assoc,
      div_div_div_cancel_right₀ (pow_ne_zero 2 h₁)]
  rw [hs, ← hlim]
  exact aitken_error_asymptotics (f v₁) (f v₃) hf (div_ne_zero h₃ h₁) hr1 hlt

end

end AitkenTwoMode
```

```lean
#print axioms AitkenTwoMode.aitken_error_ratio
#print axioms AitkenTwoMode.aitken_tendsto
#print axioms AitkenTwoMode.power_iteration_aitken
```

```
'AitkenTwoMode.aitken_error_ratio' depends on axioms: [propext, Classical.choice, Quot.sound]
'AitkenTwoMode.aitken_tendsto' depends on axioms: [propext, Classical.choice, Quot.sound]
'AitkenTwoMode.power_iteration_aitken' depends on axioms: [propext, Classical.choice, Quot.sound]
```

In quantum mechanics $A$ can be a shifted Hamiltonian or an imaginary-time propagator, and the theorem then describes the extrapolation of an overlap when the start state has just three eigencomponents. A working calculation differs in at least two ways. The start state usually has more than three eigencomponents, which adds further modes to the signal. Also, $\mu_1$ is usually unknown, and iterates are often normalised by their own length instead, which in general does not produce an exact two-mode signal.
